# For a free imaginary-time path with P independent, identically distributed Gaussian increments, the mean of a sum of one function over the increments is P times its mean for one increment

A free path in imaginary time is modelled by `P` independent real increments, each a centred Gaussian of variance `t / (m P)` in units with `ħ = 1`, a negative value being replaced by zero. The theorem `expected_sum` says that if `f` is continuous and integrable against this Gaussian, then the expectation of the sum of `f` over all increments is `P` times the one-dimensional expectation of `f`. The proof first shows that each increment contributes the same expectation, because evaluation at one coordinate carries the product measure to the single Gaussian. It then exchanges the integral with the finite sum and adds up the equal terms.

The failing Lean file:

```lean
import Mathlib

open MeasureTheory ProbabilityTheory Filter
open scoped Real NNReal

namespace FreePathRoughness

noncomputable section

/-- The joint law of the `P` independent increments of a free imaginary-time path:
centred Gaussians of variance `t / (m P)`, in units with `ħ = 1`. -/
def incrementLaw (m t : ℝ) (P : ℕ) : Measure (Fin P → ℝ) :=
  Measure.pi fun _ => gaussianReal 0 (t / (m * P)).toNNReal

/-- The expectation of a sum of one continuous, integrable function of each increment is
`P` times its one-dimensional Gaussian expectation. -/
theorem expected_sum (m t : ℝ) (P : ℕ) (f : ℝ → ℝ) (hf : Continuous f)
    (hi : Integrable f (gaussianReal 0 (t / (m * P)).toNNReal)) :
    ∫ ξ, ∑ k, f (ξ k) ∂(incrementLaw m t P)
      = P * ∫ x, f x ∂(gaussianReal 0 (t / (m * P)).toNNReal) := by
  have hm := fun k : Fin P =>
    measurePreserving_eval (fun _ : Fin P => gaussianReal 0 (t / (m * P)).toNNReal) k
  have hone : ∀ k : Fin P, ∫ ξ, f (ξ k) ∂(incrementLaw m t P)
      = ∫ x, f x ∂(gaussianReal 0 (t / (m * P)).toNNReal) := by
    intro k
    have h := integral_map (hm k).measurable.aemeasurable (f := f) hf.aestronglyMeasurable
    rw [(hm k).map_eq] at h
    exact h.symm
  rw [integral_finset_sum _ fun k _ =>
    ((hm k).integrable_comp hf.aestronglyMeasurable).2 hi]
  simp [hone]

end

end FreePathRoughness
```

The error:

```
Main.lean:26:14: error: don't know how to synthesize implicit argument `μ`
  @integral_map (Fin P → ℝ) ℝ Real.normedAddCommGroup RCLike.toInnerProductSpaceReal.toNormedSpace MeasurableSpace.pi
    ?m.124 ℝ Real.measurableSpace (Function.eval k) (Measurable.aemeasurable (hm k).measurable) f
    (Continuous.aestronglyMeasurable hf)
context:
m t : ℝ
P : ℕ
f : ℝ → ℝ
hf : Continuous f
hi : Integrable f (gaussianReal 0 (t / (m * ↑P)).toNNReal)
hm :
  ∀ (k : Fin P),
    MeasurePreserving (Function.eval k) (Measure.pi fun x => gaussianReal 0 (t / (m * ↑P)).toNNReal)
      (gaussianReal 0 (t / (m * ↑P)).toNNReal)
k : Fin P
⊢ Measure (Fin P → ℝ)
Main.lean:26:67: error: don't know how to synthesize implicit argument `μ`
  @Continuous.aestronglyMeasurable ℝ ℝ PseudoMetricSpace.toUniformSpace.toTopologicalSpace Real.measurableSpace
    (Measure.map (Function.eval k) ?m.124) f PseudoMetricSpace.toUniformSpace.toTopologicalSpace
    BorelSpace.opensMeasurable PseudoEMetricSpace.pseudoMetrizableSpace (secondCountableTopologyEither_of_right ℝ ℝ) hf
context:
m t : ℝ
P : ℕ
f : ℝ → ℝ
hf : Continuous f
hi : Integrable f (gaussianReal 0 (t / (m * ↑P)).toNNReal)
hm :
  ∀ (k : Fin P),
    MeasurePreserving (Function.eval k) (Measure.pi fun x => gaussianReal 0 (t / (m * ↑P)).toNNReal)
      (gaussianReal 0 (t / (m * ↑P)).toNNReal)
k : Fin P
⊢ Measure ℝ
Main.lean:26:27: error: don't know how to synthesize implicit argument `μ`
  @Measurable.aemeasurable (Fin P → ℝ) ℝ MeasurableSpace.pi Real.measurableSpace (Function.eval k) ?m.124
    (hm k).measurable
context:
m t : ℝ
P : ℕ
f : ℝ → ℝ
hf : Continuous f
hi : Integrable f (gaussianReal 0 (t / (m * ↑P)).toNNReal)
hm :
  ∀ (k : Fin P),
    MeasurePreserving (Function.eval k) (Measure.pi fun x => gaussianReal 0 (t / (m * ↑P)).toNNReal)
      (gaussianReal 0 (t / (m * ↑P)).toNNReal)
k : Fin P
⊢ Measure (Fin P → ℝ)
Main.lean:26:9: error: failed to infer `have` declaration type
Main.lean:29:6: warning: `MeasureTheory.integral_finset_sum` has been deprecated: Use `MeasureTheory.integral_finsetSum` instead
Main.lean:29:6: error: Tactic `rewrite` failed: Did not find an occurrence of the pattern
  ∫ (a : Fin P → ℝ), ∑ i ∈ ?m.144, (f ∘ Function.eval i) a ∂Measure.pi fun x => gaussianReal 0 (t / (m * ↑P)).toNNReal
in the target expression
  ∫ (ξ : Fin P → ℝ), ∑ k, f (ξ k) ∂incrementLaw m t P = ↑P * ∫ (x : ℝ), f x ∂gaussianReal 0 (t / (m * ↑P)).toNNReal

m t : ℝ
P : ℕ
f : ℝ → ℝ
hf : Continuous f
hi : Integrable f (gaussianReal 0 (t / (m * ↑P)).toNNReal)
hm :
  ∀ (k : Fin P),
    MeasurePreserving (Function.eval k) (Measure.pi fun x => gaussianReal 0 (t / (m * ↑P)).toNNReal)
      (gaussianReal 0 (t / (m * ↑P)).toNNReal)
hone :
  ∀ (k : Fin P), ∫ (ξ : Fin P → ℝ), f (ξ k) ∂incrementLaw m t P = ∫ (x : ℝ), f x ∂gaussianReal 0 (t / (m * ↑P)).toNNReal
⊢ ∫ (ξ : Fin P → ℝ), ∑ k, f (ξ k) ∂incrementLaw m t P = ↑P * ∫ (x : ℝ), f x ∂gaussianReal 0 (t / (m * ↑P)).toNNReal
```

After these edits no error is left:

```diff
@@ -24,9 +24,12 @@
       = ∫ x, f x ∂(gaussianReal 0 (t / (m * P)).toNNReal) := by
     intro k
-    have h := integral_map (hm k).measurable.aemeasurable (f := f) hf.aestronglyMeasurable
+    have h := integral_map (μ := Measure.pi fun _ : Fin P =>
+      gaussianReal 0 (t / (m * P)).toNNReal)
+      (hm k).measurable.aemeasurable (f := f) hf.aestronglyMeasurable
     rw [(hm k).map_eq] at h
     exact h.symm
-  rw [integral_finset_sum _ fun k _ =>
-    ((hm k).integrable_comp hf.aestronglyMeasurable).2 hi]
+  have hint : ∀ k : Fin P, Integrable (fun ξ : Fin P → ℝ => f (ξ k)) (incrementLaw m t P) :=
+    fun k => ((hm k).integrable_comp hf.aestronglyMeasurable).2 hi
+  rw [integral_finsetSum _ fun k _ => hint k]
   simp [hone]
 
```

Diagnosis. The first three errors concern one unknown, the measure `μ` on `Fin P → ℝ` in `integral_map`. The term `(hm k).measurable` says only that evaluation is measurable, which involves no measure, and continuity of `f` does not fix one either. Lean therefore cannot infer the type of `h`. The repair gives `μ` explicitly as the product of Gaussians.

The last error is a mismatch of form. The integrability proof passed to `integral_finset_sum` made the rewrite look for an integral of `(f ∘ Function.eval i) a` against `Measure.pi`, while the goal has `f (ξ k)` and `incrementLaw m t P`. These agree by definition, but `rw` does not unfold `incrementLaw` to find a match. The new `hint` states integrability in the goal's own form. Lean accepts the old proof for it by unfolding definitions, and the rewrite then finds its pattern.

Changing `integral_finset_sum` to `integral_finsetSum` only answers the deprecation warning.
